# Surface and volume coefficients fitted to spherical solutes of positive radius are unique exactly when two radii differ

I have a dozen spherical solutes in a continuum solvent, all with the same cavity radius, and for each one a nonelectrostatic solvation energy. I fit these energies by least squares to a surface term plus a volume term, $xR^2+yR^3$. Two solvers give me quite different pairs $(x,y)$ with the same misfit. With twelve energies and only two unknowns I had expected the problem to be overdetermined. Do I need more data, less noisy data, or a different kind of data? And would one solute of another size settle both coefficients, whatever its energy turns out to be?

## One solute of another size makes the best fit unique

You need a second radius. The energies play no part in whether the best fit is unique, and neither does the number of solutes once two different radii are present. Unique doesn't mean accurate, though: if the two radii are close, small errors in the energies can change the fitted coefficients a lot.

Let the solutes be numbered $i=0,\dots,N-1$, with radii $R_i>0$ and energies $E_i$. The misfit is

$$Q(x,y)=\sum_i \rho_i^2,\qquad \rho_i=xR_i^2+yR_i^3-E_i .$$

Write $M_k=\sum_i R_i^k$ and $b_k=\sum_i R_i^kE_i$. Changing the coefficients by $(u,v)$ adds $uR_i^2+vR_i^3$ to each residual $\rho_i$, so

$$Q(x+u,y+v)=Q(x,y)+2(u g_2+v g_3)+\sum_i(uR_i^2+vR_i^3)^2,$$

$$g_2=\sum_i R_i^2\rho_i=M_4x+M_5y-b_2,\qquad g_3=\sum_i R_i^3\rho_i=M_5x+M_6y-b_3 .$$

If $(x,y)$ is a minimum, then setting $v=0$ gives $0\le M_4u^2+2g_2u$ for every $u$. The discriminant $4g_2^2$ of this quadratic can't be positive, so $g_2=0$. In the same way $u=0$ gives $g_3=0$. Conversely, if $g_2=g_3=0$, every change adds a sum of squares to $Q$, and $(x,y)$ is a global minimum. The best fits are therefore exactly the solutions of the normal equations $g_2=g_3=0$, whose determinant is $D=M_4M_6-M_5^2$.

To see when $D$ vanishes, expand

$$R_i^4R_j^4(R_i-R_j)^2=R_i^6R_j^4-2R_i^5R_j^5+R_i^4R_j^6$$

and sum over all $i$ and $j$. The right side gives $2M_4M_6-2M_5^2=2D$. The left side is symmetric in $i,j$ and zero for $i=j$, so it is twice the sum over $i<j$. Hence

$$D=\sum_{i<j}R_i^4R_j^4(R_i-R_j)^2 .$$

The factor 2 is easily lost here. For $R_0=1$, $R_1=2$ the moments are $M_4=17$, $M_5=33$, $M_6=65$, so $D=1105-1089=16$. The single pair with $i<j$ gives 16, while the sum over ordered pairs gives 32.

For positive radii no term is negative, and a term is positive exactly when its two radii differ. If such a pair exists, $D>0$ and Cramer's rule gives the only best fit:

$$x=\frac{M_6b_2-M_5b_3}{D},\qquad y=\frac{M_4b_3-M_5b_2}{D}.$$

If all radii equal $r$, then $(x+r)r^2+(y-1)r^3=xr^2+yr^3$, so surface energy can be traded for volume energy without changing the misfit. In that case $M_k=Nr^k$ and $b_k=r^k\sum_iE_i$. The two normal equations become $r^2$ and $r^3$ times the same condition,

$$N(xr^2+yr^3)=\sum_iE_i .$$

For $N\ge1$ your solvers are thus picking points on the line where the fitted energy equals the mean energy.

This bears on parametrising the nonelectrostatic terms of continuum solvation models, as far as the cavities are spheres and the model has just these two linear terms: solutes of a single size fix only one combination of the coefficients.

### Radii, energies and best fits as Lean objects

The radii and energies are functions `R E : Fin N → ℝ`, and `fitEnergy x y r` is the model energy. The factors $4\pi$ and $4\pi/3$ are absorbed in `x` and `y`, so `x` is $4\pi$ times a surface tension and `y` is $4\pi/3$ times a pressure. `misfit` is $Q$, `moment R k` is $M_k$, `energyMoment R E k` is $b_k$, and the determinant of `normalMatrix R` is $D$.

`IsBestFit R E x y` says that no real pair has a smaller misfit. It is a definition by global minimality, and the normal equations are derived from it in `isBestFit_iff_normal`.

The main theorem, `existsUnique_bestFit_iff`, assumes `hR : ∀ i, 0 < R i`, which says that every solute occupies a cavity of nonzero size. It states that exactly one pair `p : ℝ × ℝ` is a best fit if and only if `∃ i j, R i ≠ R j`. The energies are arbitrary, and $N=0$ and $N=1$ are allowed; both sides are then false. The determinant formula `det_normalMatrix` needs no sign condition on the radii.

Positivity can't be relaxed to $R_i\ge0$. For $R_0=0$, $R_1=1$ the radii differ, but the misfit is $E_0^2+(x+y-E_1)^2$, and every pair with $x+y=E_1$ is a best fit. A solute of zero radius carries no information about either coefficient.

The model gives all solutes equal weight, has no constant term and puts no sign constraint on the coefficients. Nonspherical cavities, whose surface and volume are not tied to one radius, would need a different matrix. Nothing here says how well the two terms describe real solvation energies.

```lean
import Mathlib

open Finset Matrix

namespace CavityFit

noncomputable section

variable {N : ℕ}

/-- Nonelectrostatic energy of a spherical solute of radius `r`, with surface coefficient `x`
and volume coefficient `y` (geometric constants absorbed). -/
def fitEnergy (x y r : ℝ) : ℝ := x * r ^ 2 + y * r ^ 3

/-- Sum of squared deviations between the fitted and the given energies `E`. -/
def misfit (R E : Fin N → ℝ) (x y : ℝ) : ℝ := ∑ i, (fitEnergy x y (R i) - E i) ^ 2

/-- The coefficients `x`, `y` minimise the misfit among all real pairs. -/
def IsBestFit (R E : Fin N → ℝ) (x y : ℝ) : Prop :=
  ∀ x' y' : ℝ, misfit R E x y ≤ misfit R E x' y'

/-- The `k`-th moment of the radii. -/
def moment (R : Fin N → ℝ) (k : ℕ) : ℝ := ∑ i, R i ^ k

/-- The `k`-th moment of the radii weighted with the energies. -/
def energyMoment (R E : Fin N → ℝ) (k : ℕ) : ℝ := ∑ i, R i ^ k * E i

/-- The matrix of the normal equations for the surface and volume coefficients. -/
def normalMatrix (R : Fin N → ℝ) : Matrix (Fin 2) (Fin 2) ℝ :=
  !![moment R 4, moment R 5; moment R 5, moment R 6]

/-- A symmetric pair quantity that vanishes on the diagonal, summed over all ordered pairs,
is twice its sum over pairs `i < j`. -/
theorem sum_pairs (F : Fin N → Fin N → ℝ) (symm : ∀ i j, F i j = F j i)
    (diag : ∀ i, F i i = 0) :
    ∑ i, ∑ j, F i j = 2 * ∑ i, ∑ j with i < j, F i j := by
  have split : ∀ i j, F i j =
      (if i < j then F i j else 0) + (if j < i then F j i else 0) := by
    intro i j
    rcases lt_trichotomy i j with h | h | h
    · rw [if_pos h, if_neg (lt_asymm h), add_zero]
    · subst h
      simp [diag]
    · rw [if_neg (lt_asymm h), if_pos h, zero_add, symm]
  have swap : ∑ i, ∑ j, (if j < i then F j i else 0) =
      ∑ i, ∑ j, (if i < j then F i j else 0) := Finset.sum_comm
  calc ∑ i, ∑ j, F i j
      = ∑ i, ∑ j, ((if i < j then F i j else 0) + (if j < i then F j i else 0)) :=
        Finset.sum_congr rfl fun i _ => Finset.sum_congr rfl fun j _ => split i j
    _ = (∑ i, ∑ j, (if i < j then F i j else 0)) +
          ∑ i, ∑ j, (if j < i then F j i else 0) := by
        simp only [Finset.sum_add_distrib]
    _ = 2 * ∑ i, ∑ j with i < j, F i j := by
        rw [swap]
        simp only [Finset.sum_filter]
        ring

/-- The determinant of the normal equations is a sum over pairs of solutes, each pair
contributing through the difference of its radii. -/
theorem det_normalMatrix (R : Fin N → ℝ) :
    (normalMatrix R).det = ∑ i, ∑ j with i < j, R i ^ 4 * R j ^ 4 * (R i - R j) ^ 2 := by
  have h1 : ∑ i, ∑ j, R i ^ 4 * R j ^ 4 * (R i - R j) ^ 2 =
      2 * ∑ i, ∑ j with i < j, R i ^ 4 * R j ^ 4 * (R i - R j) ^ 2 :=
    sum_pairs (fun i j => R i ^ 4 * R j ^ 4 * (R i - R j) ^ 2)
      (fun i j => by ring) (fun i => by ring)
  -- expanding the square factorises the double sum into moments
  have h2 : ∑ i, ∑ j, R i ^ 4 * R j ^ 4 * (R i - R j) ^ 2 =
      2 * (moment R 4 * moment R 6 - moment R 5 * moment R 5) := by
    have key : ∀ i j, R i ^ 4 * R j ^ 4 * (R i - R j) ^ 2 =
        R i ^ 6 * R j ^ 4 - 2 * (R i ^ 5 * R j ^ 5) + R i ^ 4 * R j ^ 6 := by
      intro i j
      ring
    simp only [key, moment, Finset.sum_add_distrib, Finset.sum_sub_distrib,
      ← Finset.mul_sum, ← Finset.sum_mul]
    ring
  rw [normalMatrix, Matrix.det_fin_two_of]
  linarith

/-- For positive radii the determinant is positive exactly when two radii differ. -/
theorem det_pos_iff (R : Fin N → ℝ) (hR : ∀ i, 0 < R i) :
    0 < (normalMatrix R).det ↔ ∃ i j, R i ≠ R j := by
  rw [det_normalMatrix]
  constructor
  · intro h
    by_contra hne
    have heq : ∀ i j, R i = R j := fun i j => by_contra fun hij => hne ⟨i, j, hij⟩
    have h0 : ∑ i, ∑ j with i < j, R i ^ 4 * R j ^ 4 * (R i - R j) ^ 2 = 0 :=
      Finset.sum_eq_zero fun i _ => Finset.sum_eq_zero fun j _ => by
        rw [heq i j]
        ring
    linarith
  · rintro ⟨i, j, hij⟩
    obtain ⟨a, b, hab, hne⟩ : ∃ a b, a < b ∧ R a ≠ R b := by
      rcases lt_trichotomy i j with h | h | h
      · exact ⟨i, j, h, hij⟩
      · exact absurd (congrArg R h) hij
      · exact ⟨j, i, h, hij.symm⟩
    have ha := hR a
    have hb := hR b
    have hd := sub_ne_zero.mpr hne
    exact Finset.sum_pos' (fun i _ => Finset.sum_nonneg fun j _ => by positivity)
      ⟨a, Finset.mem_univ a, Finset.sum_pos' (fun j _ => by positivity)
        ⟨b, by simp [hab], by positivity⟩⟩

/-- Exact expansion of the misfit about the coefficients `x`, `y`: a linear term given by the
residual of the normal equations and a quadratic term given by the normal matrix. -/
theorem misfit_shift (R E : Fin N → ℝ) (x y u v : ℝ) :
    misfit R E (x + u) (y + v) = misfit R E x y
      + 2 * (u * (moment R 4 * x + moment R 5 * y - energyMoment R E 2)
        + v * (moment R 5 * x + moment R 6 * y - energyMoment R E 3))
      + (u ^ 2 * moment R 4 + 2 * u * v * moment R 5 + v ^ 2 * moment R 6) := by
  simp only [misfit, fitEnergy, moment, energyMoment, Finset.mul_sum, Finset.sum_mul,
    ← Finset.sum_add_distrib, ← Finset.sum_sub_distrib]
  refine Finset.sum_congr rfl fun i _ => ?_
  ring

/-- The normal equations in matrix form are two scalar equations between moments. -/
theorem normal_iff (R E : Fin N → ℝ) (x y : ℝ) :
    normalMatrix R *ᵥ ![x, y] = ![energyMoment R E 2, energyMoment R E 3] ↔
      moment R 4 * x + moment R 5 * y = energyMoment R E 2 ∧
      moment R 5 * x + moment R 6 * y = energyMoment R E 3 := by
  simp [normalMatrix, funext_iff, Fin.forall_fin_two]
  rw [mul_comm x (moment R 4), mul_comm y (moment R 5), mul_comm x (moment R 5),
    mul_comm y (moment R 6)]

/-- Surface and volume coefficients minimise the misfit exactly when they solve the normal
equations. -/
theorem isBestFit_iff_normal (R E : Fin N → ℝ) (x y : ℝ) :
    IsBestFit R E x y ↔
      normalMatrix R *ᵥ ![x, y] = ![energyMoment R E 2, energyMoment R E 3] := by
  rw [normal_iff]
  constructor
  · intro h
    -- a nonnegative quadratic that vanishes at zero has no linear term
    have aux : ∀ a g : ℝ, (∀ t : ℝ, 0 ≤ a * (t * t) + (2 * g) * t + 0) → g = 0 := by
      intro a g hq
      have hd := discrim_le_zero hq
      unfold discrim at hd
      have hg : g ^ 2 ≤ 0 := by linarith
      exact (pow_eq_zero_iff two_ne_zero).mp (le_antisymm hg (sq_nonneg g))
    constructor
    · refine sub_eq_zero.mp (aux (moment R 4) _ fun t => ?_)
      have ht := h (x + t) (y + 0)
      rw [misfit_shift] at ht
      linarith
    · refine sub_eq_zero.mp (aux (moment R 6) _ fun t => ?_)
      have ht := h (x + 0) (y + t)
      rw [misfit_shift] at ht
      linarith
  · rintro ⟨h1, h2⟩ x' y'
    have hs := misfit_shift R E x y (x' - x) (y' - y)
    rw [h1, h2, add_sub_cancel, add_sub_cancel] at hs
    -- the quadratic term is itself a sum of squares
    have hq : (x' - x) ^ 2 * moment R 4 + 2 * (x' - x) * (y' - y) * moment R 5
        + (y' - y) ^ 2 * moment R 6 = ∑ i, (fitEnergy (x' - x) (y' - y) (R i)) ^ 2 := by
      simp only [fitEnergy, moment, Finset.mul_sum, ← Finset.sum_add_distrib]
      refine Finset.sum_congr rfl fun i _ => ?_
      ring
    have hp : 0 ≤ ∑ i, (fitEnergy (x' - x) (y' - y) (R i)) ^ 2 :=
      Finset.sum_nonneg fun i _ => sq_nonneg _
    linarith

/-- For positive radii, two of which differ, the best fit is given by explicit quotients of
moments. -/
theorem isBestFit_iff_formula (R E : Fin N → ℝ) (hR : ∀ i, 0 < R i)
    (hne : ∃ i j, R i ≠ R j) (x y : ℝ) :
    IsBestFit R E x y ↔
      x = (moment R 6 * energyMoment R E 2 - moment R 5 * energyMoment R E 3)
        / (normalMatrix R).det ∧
      y = (moment R 4 * energyMoment R E 3 - moment R 5 * energyMoment R E 2)
        / (normalMatrix R).det := by
  have hd := ((det_pos_iff R hR).mpr hne).ne'
  have hdet : (normalMatrix R).det = moment R 4 * moment R 6 - moment R 5 * moment R 5 := by
    rw [normalMatrix, Matrix.det_fin_two_of]
  rw [isBestFit_iff_normal, normal_iff, eq_div_iff hd, eq_div_iff hd, hdet]
  rw [hdet] at hd
  constructor
  · rintro ⟨h1, h2⟩
    exact ⟨by linear_combination moment R 6 * h1 - moment R 5 * h2,
      by linear_combination moment R 4 * h2 - moment R 5 * h1⟩
  · rintro ⟨h1, h2⟩
    exact ⟨mul_left_cancel₀ hd (by linear_combination moment R 4 * h1 + moment R 5 * h2),
      mul_left_cancel₀ hd (by linear_combination moment R 5 * h1 + moment R 6 * h2)⟩

/-- For solutes of positive radii and any energies, the least-squares surface and volume
coefficients are uniquely determined exactly when two radii differ. -/
theorem existsUnique_bestFit_iff (R E : Fin N → ℝ) (hR : ∀ i, 0 < R i) :
    (∃! p : ℝ × ℝ, IsBestFit R E p.1 p.2) ↔ ∃ i j, R i ≠ R j := by
  constructor
  · rintro ⟨p, hp, hu⟩
    by_contra hne
    have heq : ∀ i j, R i = R j := fun i j => by_contra fun hij => hne ⟨i, j, hij⟩
    obtain ⟨r, hr⟩ : ∃ r, ∀ i, R i = r := by
      rcases isEmpty_or_nonempty (Fin N) with h | ⟨⟨k⟩⟩
      · exact ⟨0, fun i => h.elim i⟩
      · exact ⟨R k, fun i => heq i k⟩
    -- surface energy can be traded for volume energy at a single radius
    have hsame : misfit R E (p.1 + r) (p.2 - 1) = misfit R E p.1 p.2 := by
      unfold misfit fitEnergy
      refine Finset.sum_congr rfl fun i _ => ?_
      rw [hr i]
      ring
    have hbest : IsBestFit R E (p.1 + r) (p.2 - 1) := fun x' y' => hsame.le.trans (hp x' y')
    have h2 : p.2 - 1 = p.2 := congrArg Prod.snd (hu (p.1 + r, p.2 - 1) hbest)
    linarith
  · intro hne
    refine ⟨(_, _), (isBestFit_iff_formula R E hR hne _ _).mpr ⟨rfl, rfl⟩, ?_⟩
    intro q hq
    have h := (isBestFit_iff_formula R E hR hne _ _).mp hq
    exact Prod.ext h.1 h.2

/-- If at least one solute is present and all have the same radius `r > 0`, the best fits are
exactly the coefficients that reproduce the mean energy at that radius. -/
theorem isBestFit_iff_of_equal_radii (R E : Fin N → ℝ) (hN : N ≠ 0) {r : ℝ} (hr : 0 < r)
    (hR : ∀ i, R i = r) (x y : ℝ) :
    IsBestFit R E x y ↔ fitEnergy x y r = (∑ i, E i) / N := by
  have hm : ∀ k, moment R k = N * r ^ k := by
    intro k
    simp [moment, hR]
  have he : ∀ k, energyMoment R E k = r ^ k * ∑ i, E i := by
    intro k
    simp only [energyMoment, hR, ← Finset.mul_sum]
  have hN' : (N : ℝ) ≠ 0 := Nat.cast_ne_zero.mpr hN
  rw [isBestFit_iff_normal, normal_iff, eq_div_iff hN', fitEnergy, hm, hm, hm, he, he]
  constructor
  · rintro ⟨h1, -⟩
    exact mul_left_cancel₀ (pow_ne_zero 2 hr.ne') (by linear_combination h1)
  · intro h
    exact ⟨by linear_combination r ^ 2 * h, by linear_combination r ^ 3 * h⟩

end

end CavityFit
```

```lean
#print axioms CavityFit.existsUnique_bestFit_iff
#print axioms CavityFit.isBestFit_iff_of_equal_radii
```

```
'CavityFit.existsUnique_bestFit_iff' depends on axioms: [propext, Classical.choice, Quot.sound]
'CavityFit.isBestFit_iff_of_equal_radii' depends on axioms: [propext, Classical.choice, Quot.sound]
```

### From the pair sum to uniqueness

`sum_pairs` is the symmetry argument for the double sum. It splits each entry according to whether `i < j`, `i = j` or `j < i`, and exchanges the order of summation to show that the two halves are equal. `det_normalMatrix` applies it to $R_i^4R_j^4(R_i-R_j)^2$; its step `h2` expands the square and factorises the sums into moments. `det_pos_iff` then reads off the sign: equal radii make every term zero, and one unequal pair, ordered so that `a < b`, makes the sum positive.

`misfit_shift` is the expansion of $Q(x+u,y+v)$, checked solute by solute with `ring`. `normal_iff` turns the matrix equation into the two scalar equations $g_2=0$ and $g_3=0$.

In `isBestFit_iff_normal`, the auxiliary statement `aux` is the discriminant argument, used once for a shift in `x` and once for a shift in `y`. For the converse, `hq` rewrites the quadratic term as a sum of squares, which `hp` shows to be nonnegative.

`isBestFit_iff_formula` is Cramer's rule. The `linear_combination` steps name the multiples of the two equations that eliminate one unknown. In the other direction they recover each normal equation multiplied by the determinant, which `mul_left_cancel₀` removes because it is nonzero.

The main theorem takes existence and uniqueness from these formulas when two radii differ. For the other direction it assumes a unique best fit `p` and a common radius `r`. The shifted pair `(p.1 + r, p.2 - 1)` has the same misfit, so uniqueness would force `p.2 - 1 = p.2`, a contradiction.

`isBestFit_iff_of_equal_radii` describes your present data set. With at least one solute and a common radius `r > 0`, it inserts $M_k=Nr^k$ and $b_k=r^k\sum_iE_i$ into the normal equations. Cancelling $r^2$ from the first leaves the mean-energy condition, and multiplying that condition by $r^2$ and $r^3$ gives both equations back.
